# Floquet sum rules are equivalent to unitarity at all times for a scattering matrix with finitely many harmonics

When a conductor is driven periodically at angular frequency $\Omega$, a carrier can leave it with its energy changed by $n\hbar\Omega$, and the first choice is how to represent the amplitudes for these processes. Here they are square complex matrices $S_n$, one for each integer $n$, of which only finitely many are nonzero. This is a restriction of the model: it bounds the number of quanta that a carrier can exchange with the drive, whereas a sinusoidally modulated phase, for example, has infinitely many harmonics. With $t$ denoting $\Omega$ times the physical time, the scattering matrix is

$$S(t)=\sum_n S_n e^{-int}.$$

It is unitary for every real $t$ if and only if

$$\sum_n S_n^\dagger S_{n+m}=\delta_{m0}\,\mathbb 1\qquad\text{for every integer } m.$$

For a conductor, the entries of $S_n$ are flux-normalised amplitudes between propagating channels: their squared moduli are ratios of outgoing to incoming particle current, not of squared wave amplitudes. The $S_n$ carry no energy argument. Identifying them with the Floquet amplitudes of a real conductor requires that scattering vary little with energy over the range of exchanged quanta; this adiabatic step is an assumption about the device. For non-interacting carriers in that regime, and with finitely many harmonics, the rules allow computed amplitudes to be checked for unitarity without sampling $S(t)$ over a period.

The channels form a finite type `ι`, which labels both the rows and the columns of each matrix.

```lean
import Mathlib

open Matrix

namespace FloquetSumRules

noncomputable section

variable {ι : Type*} [Fintype ι] [DecidableEq ι]
```

## Harmonics, amplitudes and correlations

The sign convention is $e^{-int}$, so an outgoing wave with $n>0$ has absorbed $n$ quanta. The name `phase` denotes this whole exponential, not its angle.

```lean
/-- The harmonic `exp(-int)`, with time in units of the inverse angular frequency of the drive. -/
def phase (n : ℤ) (t : ℝ) : ℂ := Complex.exp (-(Complex.I * n * t))
```

The type `ℤ →₀ Matrix ι ι ℂ` consists of the functions from the integers to matrices that vanish outside a finite set, called `S.support`. The sum defining $S(t)$ therefore runs over the occupied sidebands only.

```lean
/-- The time-dependent scattering matrix `S(t) = ∑ S_n exp(-int)` built from finitely many
nonzero Floquet amplitudes `S_n`. -/
def scattering (S : ℤ →₀ Matrix ι ι ℂ) (t : ℝ) : Matrix ι ι ℂ :=
  ∑ n ∈ S.support, phase n t • S n
```

Write $C_m=\sum_n S_n^\dagger S_{n+m}$ for the correlation between amplitudes $m$ sidebands apart. In Lean the dagger is `ᴴ`. Restricting $n$ to the support loses nothing, since the other terms have $S_n=0$.

```lean
/-- The correlation `∑ S_n^H S_(n+m)` between Floquet amplitudes `m` sidebands apart. -/
def sidebandCorr (S : ℤ →₀ Matrix ι ι ℂ) (m : ℤ) : Matrix ι ι ℂ :=
  ∑ n ∈ S.support, (S n)ᴴ * S (n + m)
```

## The Fourier series of $S^\dagger S$

Conjugation reverses the sign of the exponent, so

$$\overline{e^{-int}}\,e^{-ikt}=e^{int-ikt}=e^{-i(k-n)t}.$$

The proof combines the two exponentials and compares their exponents.

```lean
/-- The conjugate of one harmonic times another is the harmonic at the difference frequency. -/
theorem phase_mul (n k : ℤ) (t : ℝ) : star (phase n t) * phase k t = phase (k - n) t := by
  unfold phase
  rw [Complex.star_def, ← Complex.exp_conj, ← Complex.exp_add]
  congr 1
  simp only [map_neg, map_mul, Complex.conj_I, Complex.conj_ofReal, map_intCast]
  push_cast
  ring
```

Next, a finite sum $\sum_{m\in M}A_m e^{-imt}$ that vanishes for all $t$ has only zero coefficients. It is enough to treat one matrix entry, with scalar coefficients $c_m$. Suppose there were a relation $\sum_m c_m e^{-imt}=0$ with some nonzero coefficients, and take one with as few of them as possible. A single term is impossible, because an exponential never vanishes, so there are two different indices $p,q$ with $c_p,c_q\neq0$. Shift $t$ by $s$ and subtract $e^{-ips}$ times the original relation:

$$\sum_m c_m\left(e^{-ims}-e^{-ips}\right)e^{-imt}=0.$$

The term $m=p$ has gone. At $s=\pi/(q-p)$ we have $e^{-iqs}=-e^{-ips}$, so the term $m=q$ survives. This is a shorter nontrivial relation, a contradiction.

Mathlib has this argument in general form, as the linear independence of distinct multiplicative characters (`linearIndependent_monoidHom`). The proof below presents each harmonic as a character `χ` of the time translations, shows at the same time $\pi/(n-m)$ that different integers give different characters, and applies the result entry by entry.

```lean
omit [Fintype ι] [DecidableEq ι] in
/-- If a finite Fourier sum with matrix coefficients vanishes at all times, then each of its
coefficients vanishes. -/
theorem harmonics_independent (M : Finset ℤ) (A : ℤ → Matrix ι ι ℂ)
    (h : ∀ t : ℝ, ∑ m ∈ M, phase m t • A m = 0) : ∀ m ∈ M, A m = 0 := by
  -- each harmonic is a character of the group of time translations
  let χ : ℤ → (Multiplicative ℝ →* ℂ) := fun m =>
    { toFun := fun t => phase m t.toAdd
      map_one' := by simp [phase]
      map_mul' := fun s t => by
        simp only [phase, toAdd_mul, ← Complex.exp_add]
        congr 1
        push_cast
        ring }
  -- different harmonics differ at time π / (n - m)
  have hχ : Function.Injective χ := by
    intro m n hmn
    by_contra hne
    have hc : (n : ℂ) - (m : ℂ) ≠ 0 :=
      sub_ne_zero.mpr fun e => hne (Int.cast_injective e).symm
    have h1 : phase m (Real.pi / ((n : ℝ) - m)) = phase n (Real.pi / ((n : ℝ) - m)) :=
      DFunLike.congr_fun hmn (Multiplicative.ofAdd (Real.pi / ((n : ℝ) - m)))
    have h2 := phase_mul m n (Real.pi / ((n : ℝ) - m))
    rw [← h1, phase_mul, sub_self] at h2
    have h3 : phase (n - m) (Real.pi / ((n : ℝ) - m)) = -1 := by
      have e : -(Complex.I * ((n - m : ℤ) : ℂ) * ((Real.pi / ((n : ℝ) - m) : ℝ) : ℂ))
          = -(Real.pi * Complex.I) := by
        push_cast
        field_simp
      rw [phase, e, Complex.exp_neg, Complex.exp_pi_mul_I]
      norm_num
    have h4 : phase 0 (Real.pi / ((n : ℝ) - m)) = 1 := by simp [phase]
    rw [h3, h4] at h2
    norm_num at h2
  have hli := (linearIndependent_monoidHom (Multiplicative ℝ) ℂ).comp χ hχ
  intro m hm
  ext i j
  refine linearIndependent_iff'.mp hli M (fun k => A k i j) ?_ m hm
  funext t
  have ht := congrFun (congrFun (h t.toAdd) i) j
  simpa [Matrix.sum_apply, Finset.sum_apply, χ, mul_comm] using ht
```

Multiplying out and setting $m=k-n$ gives

$$S(t)^\dagger S(t)=\sum_{n,k}e^{-i(k-n)t}S_n^\dagger S_k=\sum_m e^{-imt}\,C_m .$$

In Lean the last sum runs over any finite set `M` that contains all differences of occupied sidebands. The step `reindex` holds $n$ fixed and passes from $m$ to $k=n+m$; values of $m$ for which $S_{n+m}=0$ contribute nothing.

```lean
/-- `S(t)^H S(t)` is the Fourier sum of the sideband correlations, over any finite set of
frequencies that contains all differences of occupied sidebands. -/
theorem scattering_gram (S : ℤ →₀ Matrix ι ι ℂ) (M : Finset ℤ)
    (hM : ∀ n ∈ S.support, ∀ k ∈ S.support, k - n ∈ M) (t : ℝ) :
    (scattering S t)ᴴ * scattering S t = ∑ m ∈ M, phase m t • sidebandCorr S m := by
  -- for fixed n, pass from the frequency difference m to the sideband k = n + m
  have reindex : ∀ n ∈ S.support, ∑ m ∈ M, phase m t • ((S n)ᴴ * S (n + m))
      = ∑ k ∈ S.support, phase (k - n) t • ((S n)ᴴ * S k) := by
    intro n hn
    have hsub : S.support.image (fun k => k - n) ⊆ M := by
      intro m hm
      obtain ⟨k, hk, rfl⟩ := Finset.mem_image.mp hm
      exact hM n hn k hk
    have hzero : ∀ m ∈ M, m ∉ S.support.image (fun k => k - n) →
        phase m t • ((S n)ᴴ * S (n + m)) = 0 := by
      intro m _ hm
      have h0 : S (n + m) = 0 := by
        by_contra h
        exact hm (Finset.mem_image.mpr
          ⟨n + m, Finsupp.mem_support_iff.mpr h, add_sub_cancel_left n m⟩)
      rw [h0, mul_zero, smul_zero]
    rw [← Finset.sum_subset hsub hzero, Finset.sum_image sub_left_injective.injOn]
    simp only [add_sub_cancel]
  simp only [scattering, sidebandCorr, Matrix.conjTranspose_sum, Matrix.conjTranspose_smul,
    Finset.smul_sum]
  rw [Finset.sum_mul_sum, Finset.sum_comm (s := M)]
  refine Finset.sum_congr rfl fun n hn => ?_
  rw [reindex n hn]
  refine Finset.sum_congr rfl fun k _ => ?_
  rw [smul_mul_smul_comm, phase_mul]
```

## Comparing with the constant function

For finite square matrices, unitarity of $S(t)$ is the single equation $S(t)^\dagger S(t)=\mathbb 1$. If it holds at all times, then

$$\sum_m e^{-imt}\left(C_m-\delta_{m0}\mathbb 1\right)=0\quad\text{for all }t,$$

and independence of the harmonics gives $C_m=\delta_{m0}\mathbb 1$. Conversely, inserting these values into the Fourier sum leaves only the term $m=0$, which is $\mathbb 1$.

The theorem says exactly this: membership of `scattering S t` in `Matrix.unitaryGroup ι ℂ` for every real `t` is equivalent to the rule for every integer `m`. In the proof, `delta` evaluates the Fourier sum of $\delta_{m0}\mathbb 1$, and `D` is the set of sideband differences. For the forward direction $0$ and the chosen $m$ are added to `D`, so the comparison also reaches an $m$ that is not a difference of occupied sidebands.

```lean
/-- **Floquet sum rules.** `S(t)` is unitary at all times if and only if `∑ S_n^H S_(n+m)` is
the identity for `m = 0` and zero for every other integer `m`. -/
theorem unitary_iff_sum_rules (S : ℤ →₀ Matrix ι ι ℂ) :
    (∀ t : ℝ, scattering S t ∈ Matrix.unitaryGroup ι ℂ) ↔
      ∀ m : ℤ, sidebandCorr S m = if m = 0 then 1 else 0 := by
  simp only [Matrix.mem_unitaryGroup_iff', Matrix.star_eq_conjTranspose]
  have delta : ∀ M : Finset ℤ, 0 ∈ M → ∀ t : ℝ,
      ∑ m ∈ M, phase m t • (if m = 0 then (1 : Matrix ι ι ℂ) else 0) = 1 := by
    intro M h0 t
    rw [Finset.sum_eq_single_of_mem 0 h0 (fun m _ hm => by simp [hm])]
    simp [phase]
  obtain ⟨D, hD⟩ : ∃ D : Finset ℤ, ∀ n ∈ S.support, ∀ k ∈ S.support, k - n ∈ D :=
    ⟨Finset.image₂ (fun n k => k - n) S.support S.support,
      fun n hn k hk => Finset.mem_image₂.mpr ⟨n, hn, k, hk, rfl⟩⟩
  constructor
  · intro h m
    -- compare Fourier coefficients of S(t)^H S(t) and of the constant 1
    have key := harmonics_independent (insert m (insert 0 D))
      (fun k => sidebandCorr S k - if k = 0 then 1 else 0) (fun t => by
        simp only [smul_sub, Finset.sum_sub_distrib]
        rw [← scattering_gram S _ (fun n hn k hk => Finset.mem_insert_of_mem
          (Finset.mem_insert_of_mem (hD n hn k hk))) t, h t, delta _ (by simp) t, sub_self])
      m (Finset.mem_insert_self _ _)
    exact sub_eq_zero.mp key
  · intro h t
    rw [scattering_gram S (insert 0 D)
      (fun n hn k hk => Finset.mem_insert_of_mem (hD n hn k hk)) t]
    simp only [h]
    exact delta _ (by simp) t
```

## The rules with the dagger on the right

Taking the adjoint of $S(t)$ and renaming $n\to-n$ gives

$$S(t)^\dagger=\sum_n S_n^\dagger e^{int}=\sum_n (S_{-n})^\dagger e^{-int}.$$

Thus $S(t)^\dagger$ is again of the assumed form, with amplitudes $(S_{-n})^\dagger$.

```lean
/-- The Floquet amplitudes `(S_(-n))^H` of the adjoint drive. -/
def adjointDrive (S : ℤ →₀ Matrix ι ι ℂ) : ℤ →₀ Matrix ι ι ℂ :=
  (S.mapRange conjTranspose conjTranspose_zero).equivMapDomain (Equiv.neg ℤ)
```

The formal proof carries out this renaming and obtains $\overline{e^{-int}}=e^{int}$ from the product rule for harmonics with $k=0$.

```lean
omit [Fintype ι] [DecidableEq ι] in
/-- The adjoint drive has the scattering matrix `S(t)^H`. -/
theorem scattering_adjointDrive (S : ℤ →₀ Matrix ι ι ℂ) (t : ℝ) :
    scattering (adjointDrive S) t = (scattering S t)ᴴ := by
  change (adjointDrive S).sum (fun n A => phase n t • A) = _
  rw [adjointDrive, Finsupp.sum_equivMapDomain, Finsupp.sum_mapRange_index (by simp),
    scattering, Matrix.conjTranspose_sum]
  refine Finset.sum_congr rfl fun n _ => ?_
  have h := phase_mul n 0 t
  have hz : phase 0 t = 1 := by simp [phase]
  rw [hz, mul_one, zero_sub] at h
  simp only [Matrix.conjTranspose_smul, h, Equiv.neg_apply]
```

The correlations of the adjoint amplitudes are

$$\sum_n S_{-n}\,(S_{-n-m})^\dagger=\sum_n S_n S_{n-m}^\dagger .$$

Since $S(t)$ is unitary exactly when $S(t)^\dagger$ is, the main theorem applied to the adjoint drive yields a second, equivalent set of rules. The step `hcorr` is the displayed identity.

```lean
/-- `S(t)` is unitary at all times if and only if `∑ S_n S_(n-m)^H` is the identity for
`m = 0` and zero for every other integer `m`. -/
theorem unitary_iff_dual_sum_rules (S : ℤ →₀ Matrix ι ι ℂ) :
    (∀ t : ℝ, scattering S t ∈ Matrix.unitaryGroup ι ℂ) ↔
      ∀ m : ℤ, ∑ n ∈ S.support, S n * (S (n - m))ᴴ = if m = 0 then 1 else 0 := by
  have happ : ∀ n, adjointDrive S n = (S (-n))ᴴ := fun n => by simp [adjointDrive]
  have hcorr : ∀ m, sidebandCorr (adjointDrive S) m
      = ∑ n ∈ S.support, S n * (S (n - m))ᴴ := by
    intro m
    change (adjointDrive S).sum (fun n A => Aᴴ * adjointDrive S (n + m)) = _
    simp only [happ]
    rw [adjointDrive, Finsupp.sum_equivMapDomain, Finsupp.sum_mapRange_index (by simp)]
    refine Finset.sum_congr rfl fun n _ => ?_
    have e : -(-n + m) = n - m := by ring
    simp only [Equiv.neg_apply, Matrix.conjTranspose_conjTranspose, e]
  have h := unitary_iff_sum_rules (adjointDrive S)
  simp only [hcorr, scattering_adjointDrive, Matrix.mem_unitaryGroup_iff',
    Matrix.star_eq_conjTranspose, Matrix.conjTranspose_conjTranspose] at h
  simpa only [Matrix.mem_unitaryGroup_iff, Matrix.star_eq_conjTranspose] using h
```

## Probability summed over sidebands

Let $b$ be the incoming channel and $a$ the outgoing one, so that $(S_n)_{ab}$ is the amplitude for going from $b$ to $a$ with $n$ quanta absorbed. The diagonal entry $bb$ of the rule for $m=0$ reads

$$1=\sum_n\sum_a\overline{(S_n)_{ab}}\,(S_n)_{ab}=\sum_n\sum_a|(S_n)_{ab}|^2 .$$

A carrier entering in channel $b$ leaves somewhere, in some sideband, with total probability one.

```lean
/-- If `S(t)` is unitary at all times, the probabilities for scattering out of channel `b`,
summed over all sidebands and outgoing channels, add up to one. -/
theorem probability_conservation (S : ℤ →₀ Matrix ι ι ℂ)
    (hS : ∀ t : ℝ, scattering S t ∈ Matrix.unitaryGroup ι ℂ) (b : ι) :
    ∑ n ∈ S.support, ∑ a, ‖S n a b‖ ^ 2 = 1 := by
  have h0 : sidebandCorr S 0 = 1 := by simpa using (unitary_iff_sum_rules S).mp hS 0
  have h := congrFun (congrFun h0 b) b
  simp only [sidebandCorr, add_zero, Matrix.sum_apply, Matrix.mul_apply,
    Matrix.conjTranspose_apply, Complex.star_def, Complex.conj_mul', Matrix.one_apply_eq] at h
  exact_mod_cast h
```

## A unitary drive with two amplitudes

Let $S_0=A$, $S_1=B$, and all other amplitudes be zero. The "bands" in `twoBand` are sidebands, not energy bands.

```lean
/-- A drive with the two Floquet amplitudes `S_0 = A` and `S_1 = B`. -/
def twoBand (A B : Matrix ι ι ℂ) : ℤ →₀ Matrix ι ι ℂ :=
  Finsupp.single 0 A + Finsupp.single 1 B
```

The defining sum then reduces to $S(t)=A+e^{-it}B$.

```lean
omit [Fintype ι] [DecidableEq ι] in
/-- The two-amplitude drive has the scattering matrix `A + exp(-it) B`. -/
theorem scattering_twoBand (A B : Matrix ι ι ℂ) (t : ℝ) :
    scattering (twoBand A B) t = A + phase 1 t • B := by
  change (twoBand A B).sum (fun n C => phase n t • C) = _
  rw [twoBand, Finsupp.sum_add_index' (by simp) (by simp [smul_add]),
    Finsupp.sum_single_index (by simp), Finsupp.sum_single_index (by simp)]
  simp [phase]
```

Take two channels, and let $P$ be the matrix with all entries $1/2$, which projects onto the normalised state $(1,1)/\sqrt2$. Put $A=P$ and $B=Q=\mathbb 1-P$. The symmetric combination of channels keeps its energy, while the antisymmetric one gains a quantum. This illustrates the algebra and is not a model of a complete conductor. Because $P^\dagger=P=P^2$, we have $PQ=QP=0$ and $Q^2=Q$, hence

$$(P+e^{it}Q)(P+e^{-it}Q)=P+Q=\mathbb 1 .$$

In the proof, `hH` and `hI` verify $P^\dagger=P$ and $P^2=P$ for the explicit matrix, and the rest uses only these two properties.

```lean
/-- For the two-channel projector `P` with all entries `1/2`, the drive with `S_0 = P` and
`S_1 = 1 - P` is unitary at all times. -/
theorem unitary_drive_witness (t : ℝ) :
    scattering (twoBand !![1/2, 1/2; 1/2, 1/2] (1 - !![1/2, 1/2; 1/2, 1/2])) t
      ∈ Matrix.unitaryGroup (Fin 2) ℂ := by
  have hH : (!![1/2, 1/2; 1/2, 1/2] : Matrix (Fin 2) (Fin 2) ℂ)ᴴ
      = !![1/2, 1/2; 1/2, 1/2] := by
    ext i j
    fin_cases i <;> fin_cases j <;> simp
  have hI : (!![1/2, 1/2; 1/2, 1/2] : Matrix (Fin 2) (Fin 2) ℂ) * !![1/2, 1/2; 1/2, 1/2]
      = !![1/2, 1/2; 1/2, 1/2] := by
    ext i j
    fin_cases i <;> fin_cases j <;> norm_num [Matrix.mul_apply, Fin.sum_univ_succ]
  generalize (!![1/2, 1/2; 1/2, 1/2] : Matrix (Fin 2) (Fin 2) ℂ) = P at hH hI ⊢
  have hz : star (phase 1 t) * phase 1 t = 1 := by
    rw [phase_mul]
    simp [phase]
  -- P and 1 - P are orthogonal projectors, so the cross terms drop out
  have h1 : P * (1 - P) = 0 := by rw [mul_sub, mul_one, hI, sub_self]
  have h2 : (1 - P) * P = 0 := by rw [sub_mul, one_mul, hI, sub_self]
  have h3 : (1 - P) * (1 - P) = 1 - P := by rw [mul_sub, mul_one, h2, sub_zero]
  rw [Matrix.mem_unitaryGroup_iff', scattering_twoBand, Matrix.star_eq_conjTranspose,
    Matrix.conjTranspose_add, Matrix.conjTranspose_smul, Matrix.conjTranspose_sub,
    Matrix.conjTranspose_one, hH, add_mul, mul_add, mul_add, smul_mul_smul_comm, hz,
    Matrix.mul_smul, Matrix.smul_mul, hI, h1, h2, h3]
  simp
```

## Why the rule for $m=0$ is not enough

With one channel, $S_0=3/5$ and $S_1=4/5$, the rule for $m=0$ holds:

$$\frac{9}{25}+\frac{16}{25}=1 .$$

Yet $S(0)=7/5$, whose squared modulus is $49/25$. The rule for $m=1$ detects the failure, since $C_1=12/25$. The theorem records both facts: the correlation at $m=0$ is the identity, and the scattering matrix at $t=0$ is not unitary.

```lean
/-- The rule for `m = 0` alone does not suffice: the one-channel drive with `S_0 = 3/5` and
`S_1 = 4/5` obeys it, yet `S(0)` is not unitary. -/
theorem zero_rule_not_sufficient :
    sidebandCorr (twoBand !![3/5] !![4/5]) 0 = (1 : Matrix (Fin 1) (Fin 1) ℂ) ∧
      scattering (twoBand !![3/5] !![4/5]) 0 ∉ Matrix.unitaryGroup (Fin 1) ℂ := by
  constructor
  · simp only [sidebandCorr, add_zero]
    change (twoBand !![3/5] !![4/5]).sum
      (fun n C => Cᴴ * (twoBand !![3/5] !![4/5] : ℤ →₀ Matrix (Fin 1) (Fin 1) ℂ) n) = 1
    generalize hT : (twoBand !![3/5] !![4/5] : ℤ →₀ Matrix (Fin 1) (Fin 1) ℂ) = T
    have hT0 : T 0 = !![3/5] := by simp [← hT, twoBand]
    have hT1 : T 1 = !![4/5] := by simp [← hT, twoBand]
    have hsum : T.sum (fun n C => Cᴴ * T n) = !![3/5]ᴴ * T 0 + !![4/5]ᴴ * T 1 := by
      conv_lhs => arg 1; rw [← hT, twoBand]
      rw [Finsupp.sum_add_index' (by simp) (by simp [add_mul]),
        Finsupp.sum_single_index (by simp), Finsupp.sum_single_index (by simp)]
    rw [hsum, hT0, hT1]
    ext i j
    fin_cases i
    fin_cases j
    norm_num [Matrix.mul_apply]
  · intro h
    rw [Matrix.mem_unitaryGroup_iff', scattering_twoBand] at h
    have h00 := congrFun (congrFun h 0) 0
    norm_num [phase, Matrix.mul_apply, Matrix.star_apply] at h00

end

end FloquetSumRules
```

```lean
#print axioms FloquetSumRules.unitary_iff_sum_rules
#print axioms FloquetSumRules.unitary_iff_dual_sum_rules
#print axioms FloquetSumRules.probability_conservation
#print axioms FloquetSumRules.zero_rule_not_sufficient
```

```
'FloquetSumRules.unitary_iff_sum_rules' depends on axioms: [propext, Classical.choice, Quot.sound]
'FloquetSumRules.unitary_iff_dual_sum_rules' depends on axioms: [propext, Classical.choice, Quot.sound]
'FloquetSumRules.probability_conservation' depends on axioms: [propext, Classical.choice, Quot.sound]
'FloquetSumRules.zero_rule_not_sufficient' depends on axioms: [propext, Classical.choice, Quot.sound]
```
